# For compounds with n composition coordinates, some lowest-energy mixture of given composition has at most n + 1 phases

To find how far a candidate ternary compound lies above the convex hull, I minimise the energy of a mixture of known compounds at the candidate's composition, then report the compounds in that mixture as the decomposition products. The minimisation is a linear programme over the phase fractions. I expected at most three products, because a ternary hull is built from triangles. For one composition, though, my interior-point solver returns four compounds with clearly nonzero fractions, and the energy looks right. Is the solver wrong, or is the limit of three not a real limit? And if I search only over triples of compounds, can I miss the minimum?

## Three products suffice, and a fourth signals a tie

Searching over sets of at most three compounds can't miss the minimum: some lowest-energy mixture has at most three phases. Other mixtures may have the same energy and more phases, so your solver can be right too.

A binary example shows the tie. Let A, AB and B have B fractions $0$, $1/2$ and $1$, and let all three have formation energy zero. At composition $1/2$, the mixture with fractions $(1/4, 1/2, 1/4)$ has the lowest energy, but so does pure AB.

In general, let compound $i$ have composition $x_i \in \mathbb{R}^n$ and energy per atom $e_i$. For a ternary system $n = 2$, since two atomic fractions fix the third. A mixture of target composition $t$ has weights $w_i \ge 0$, the fractions of all atoms that sit in each compound, with
$$\sum_i w_i = 1, \qquad \sum_i w_i x_i = t, \qquad E(w) = \sum_i w_i e_i .$$

**A reaction exists.** Suppose that more than $n+1$ compounds are present. The vectors $(x_i, 1)$ of these compounds lie in $\mathbb{R}^{n+1}$, so they are linearly dependent. There are numbers $z_i$, not all zero and vanishing for absent compounds, with
$$\sum_i z_i x_i = 0, \qquad \sum_i z_i = 0 .$$
This is a reaction that conserves composition and total amount. Its energy change per unit extent is $\Delta E = \sum_i z_i e_i$. If $\Delta E > 0$, reverse all signs, so that $\Delta E \le 0$.

**Run it until a phase is used up.** After extent $s \ge 0$ the weights are $w_i + s z_i$. They still sum to one and average to $t$, and the energy is $E(w) + s\,\Delta E \le E(w)$. Since the $z_i$ sum to zero and are not all zero, some are negative. Take
$$s^* = \min_{z_i < 0} \frac{w_i}{-z_i} = \frac{w_k}{-z_k} > 0 .$$
If $z_i < 0$, then $s^* \le w_i/(-z_i)$ gives $w_i + s^* z_i \ge 0$. If $z_i \ge 0$, the weight does not fall. Compound $k$ has disappeared and no absent compound has appeared, so there are fewer phases. Repeating this ends with at most $n+1$.

**Apply this to a minimiser.** If $t$ lies in the convex hull of the $x_i$, at least one mixture exists. The allowed weights form a closed subset of the cube $0 \le w_i \le 1$, and $E$ is continuous, so a minimum is attained. Removing phases from a minimiser can't raise its energy, and nothing lies below the minimum, so the reduced mixture is also a minimiser.

This also tells you what your fourth compound means, if the solver has converged to a minimum. (A solver stopped at a finite tolerance can also leave a fourth compound when the reaction energy is small but not zero.) At a minimum, a reaction among the phases present could run a little way in either direction, so its $\Delta E$ must vanish. That tie is an argument in prose only, with no theorem for it in the code below. In practice, you can find such a reaction among your four compounds and run it until one is gone.

**The number $n+1$ can't be lowered in general.** Take compounds at the origin and at the $n$ unit vectors, with every coordinate of $t$ equal to $1/(n+1)$. Coordinate $a$ of the composition is the weight of unit vector $a$, so that weight is $1/(n+1)$. The origin receives $1 - n/(n+1) = 1/(n+1)$. All $n+1$ weights are nonzero, whatever the energies.

Here is the argument in Lean 4.

```lean
import Mathlib

open Finset

namespace HullPhaseCount

noncomputable section

variable {ι : Type*} [Fintype ι] {n : ℕ}

/-- The weights `w` describe a mixture of mean composition `t` of the compounds with
compositions `x i`: they are nonnegative, sum to one and average to `t`. -/
def IsMixture (x : ι → Fin n → ℝ) (t : Fin n → ℝ) (w : ι → ℝ) : Prop :=
  (∀ i, 0 ≤ w i) ∧ ∑ i, w i = 1 ∧ ∑ i, w i • x i = t

/-- A reaction: a nonzero change of the weights that conserves the total amount and
the composition. -/
def IsReaction (x : ι → Fin n → ℝ) (z : ι → ℝ) : Prop :=
  (∃ i, z i ≠ 0) ∧ ∑ i, z i = 0 ∧ ∑ i, z i • x i = 0

/-- The energy of a mixture, or the energy change of a reaction. -/
def energy (e w : ι → ℝ) : ℝ := ∑ i, w i * e i

/-- The phases present: the compounds of nonzero weight. -/
def phases (w : ι → ℝ) : Finset ι := univ.filter (fun i => w i ≠ 0)

/-- Among more than `n + 1` compounds with compositions in `ℝⁿ` there is a reaction. -/
theorem exists_reaction (x : ι → Fin n → ℝ) (S : Finset ι) (hS : n + 1 < S.card) :
    ∃ z, IsReaction x z ∧ ∀ i, i ∉ S → z i = 0 := by
  classical
  -- the vectors `(x i, 1)` live in a space of dimension `n + 1`
  let v : ι → (Fin n → ℝ) × ℝ := fun i => (x i, 1)
  have hdep : ¬ LinearIndependent ℝ (fun i : S => v i) := by
    intro hli
    have hc := hli.fintype_card_le_finrank
    rw [Fintype.card_coe, Module.finrank_prod, Module.finrank_fin_fun,
      Module.finrank_self] at hc
    omega
  obtain ⟨g, hg, j, hj⟩ := Fintype.not_linearIndependent_iff.mp hdep
  obtain ⟨z, hz, hz0⟩ : ∃ z : ι → ℝ, (∀ i : S, z i = g i) ∧ ∀ i, i ∉ S → z i = 0 :=
    ⟨fun i => if h : i ∈ S then g ⟨i, h⟩ else 0, fun i => by simp, fun i hi => by simp [hi]⟩
  have h : ∑ i, z i • v i = 0 := calc
    ∑ i, z i • v i = ∑ i ∈ S, z i • v i :=
      (sum_subset (subset_univ S) (fun i _ hi => by rw [hz0 i hi, zero_smul])).symm
    _ = ∑ i : S, z i • v i := (sum_coe_sort S (fun i => z i • v i)).symm
    _ = 0 := by simpa only [hz] using hg
  have h1 := congrArg Prod.fst h
  have h2 := congrArg Prod.snd h
  simp only [Prod.fst_sum, Prod.smul_fst, Prod.fst_zero, v] at h1
  simp only [Prod.snd_sum, Prod.smul_snd, Prod.snd_zero, smul_eq_mul, mul_one, v] at h2
  exact ⟨z, ⟨⟨j, by rw [hz j]; exact hj⟩, h2, h1⟩, hz0⟩

/-- A reaction that involves only phases present in a mixture can be run, to a positive
extent, to a mixture of the same composition with fewer phases. -/
theorem react_until_exhausted {x : ι → Fin n → ℝ} {t : Fin n → ℝ} {w z : ι → ℝ}
    (hw : IsMixture x t w) (hz : IsReaction x z) (hs : ∀ i, w i = 0 → z i = 0) :
    ∃ s : ℝ, 0 < s ∧ IsMixture x t (fun i => w i + s * z i) ∧
      (phases (fun i => w i + s * z i)).card < (phases w).card := by
  -- some phase is consumed, since the changes sum to zero
  have hN : (univ.filter (fun i => z i < 0)).Nonempty := by
    by_contra hne
    have hpos : ∀ i, 0 ≤ z i := fun i => by
      by_contra hi
      exact hne ⟨i, by simpa using hi⟩
    obtain ⟨j, hj⟩ := hz.1
    exact hj ((sum_eq_zero_iff_of_nonneg (fun i _ => hpos i)).mp hz.2.1 j (mem_univ j))
  -- `k` is the phase that is used up first
  obtain ⟨k, hk, hmin⟩ := exists_min_image _ (fun i => w i / (-z i)) hN
  have hzk : z k < 0 := (mem_filter.mp hk).2
  have hwk : w k ≠ 0 := fun h => hzk.ne (hs k h)
  have hs0 : 0 < w k / (-z k) :=
    div_pos (lt_of_le_of_ne (hw.1 k) hwk.symm) (neg_pos.mpr hzk)
  have hend : w k + w k / (-z k) * z k = 0 := by
    linarith [div_mul_cancel₀ (w k) (neg_ne_zero.mpr hzk.ne)]
  refine ⟨w k / (-z k), hs0, ⟨fun i => ?_, ?_, ?_⟩, ?_⟩
  · rcases lt_or_ge (z i) 0 with hi | hi
    · have h := hmin i (mem_filter.mpr ⟨mem_univ i, hi⟩)
      linarith [(le_div_iff₀ (neg_pos.mpr hi)).mp h]
    · exact add_nonneg (hw.1 i) (mul_nonneg hs0.le hi)
  · rw [sum_add_distrib, ← mul_sum, hw.2.1, hz.2.1, mul_zero, add_zero]
  · simp only [add_smul, mul_smul, sum_add_distrib, ← smul_sum, hw.2.2, hz.2.2,
      smul_zero, add_zero]
  · have hsub : phases (fun i => w i + w k / (-z k) * z i) ⊆ phases w := fun i hi =>
      mem_filter.mpr ⟨mem_univ i, fun h =>
        (mem_filter.mp hi).2 (by simp only [h, hs i h, mul_zero, add_zero])⟩
    exact card_lt_card ((ssubset_iff_of_subset hsub).mpr
      ⟨k, mem_filter.mpr ⟨mem_univ k, hwk⟩, fun h => (mem_filter.mp h).2 hend⟩)

/-- For every mixture there is one of the same composition and no higher energy with at
most `n + 1` phases. -/
theorem exists_few_phases {x : ι → Fin n → ℝ} {t : Fin n → ℝ} (e : ι → ℝ) {w : ι → ℝ}
    (hw : IsMixture x t w) :
    ∃ w', IsMixture x t w' ∧ (phases w').card ≤ n + 1 ∧ energy e w' ≤ energy e w := by
  induction hm : (phases w).card using Nat.strong_induction_on generalizing w with
  | _ m ih =>
    rcases le_or_gt (phases w).card (n + 1) with hc | hc
    · exact ⟨w, hw, hc, le_rfl⟩
    obtain ⟨y, hy, hy0⟩ := exists_reaction x (phases w) hc
    have hys : ∀ i, w i = 0 → y i = 0 := fun i hi =>
      hy0 i (fun h => (mem_filter.mp h).2 hi)
    -- run the reaction in the direction that does not raise the energy
    obtain ⟨z, hz, hzs, hze⟩ : ∃ z, IsReaction x z ∧ (∀ i, w i = 0 → z i = 0) ∧
        energy e z ≤ 0 := by
      rcases le_total (energy e y) 0 with h | h
      · exact ⟨y, hy, hys, h⟩
      · obtain ⟨⟨j, hj⟩, h1, h2⟩ := hy
        refine ⟨fun i => -y i, ⟨⟨j, neg_ne_zero.mpr hj⟩, ?_, ?_⟩,
          fun i hi => by simp only [hys i hi, neg_zero], ?_⟩
        · simp only [sum_neg_distrib, h1, neg_zero]
        · simp only [neg_smul, sum_neg_distrib, h2, neg_zero]
        · simp only [energy, neg_mul, sum_neg_distrib] at h ⊢
          linarith
    obtain ⟨s, hs, hmix, hlt⟩ := react_until_exhausted hw hz hzs
    obtain ⟨w', h1, h2, h3⟩ := ih _ (hm ▸ hlt) hmix rfl
    have hlin : energy e (fun i => w i + s * z i) = energy e w + s * energy e z := by
      simp only [energy, add_mul, mul_assoc, sum_add_distrib, ← mul_sum]
    exact ⟨w', h1, h2, by linarith [mul_nonpos_of_nonneg_of_nonpos hs.le hze]⟩

/-- For a target composition in the convex hull of the compositions `x i` in `ℝⁿ`, the
least mixture energy is attained by a mixture of at most `n + 1` phases. -/
theorem exists_ground_mixture_few_phases (x : ι → Fin n → ℝ) (e : ι → ℝ) {t : Fin n → ℝ}
    (ht : t ∈ convexHull ℝ (Set.range x)) :
    ∃ w, IsMixture x t w ∧ (phases w).card ≤ n + 1 ∧
      ∀ w', IsMixture x t w' → energy e w ≤ energy e w' := by
  classical
  -- a point of the hull is the composition of some mixture
  have hhull : convexHull ℝ (Set.range x) ⊆ {p | ∃ w, IsMixture x p w} := by
    refine convexHull_min ?_ ?_
    · rintro _ ⟨i, rfl⟩
      refine ⟨fun j => if j = i then 1 else 0, fun j => ?_, by simp, by simp⟩
      beta_reduce
      split_ifs <;> norm_num
    · rintro p ⟨u, hu⟩ q ⟨v, hv⟩ a b ha hb hab
      refine ⟨fun i => a * u i + b * v i, fun i => add_nonneg (mul_nonneg ha (hu.1 i))
        (mul_nonneg hb (hv.1 i)), ?_, ?_⟩
      · rw [sum_add_distrib, ← mul_sum, ← mul_sum, hu.2.1, hv.2.1]
        linarith
      · simp only [add_smul, mul_smul, sum_add_distrib, ← smul_sum, hu.2.2, hv.2.2]
  -- the mixtures of composition `t` form a compact set
  have hclosed : IsClosed {w | IsMixture x t w} := by
    simp only [IsMixture, Set.ofPred_and, Set.ofPred_forall]
    exact (isClosed_iInter fun i => isClosed_le continuous_const (continuous_apply i)).inter
      ((isClosed_eq (by fun_prop) continuous_const).inter
        (isClosed_eq (by fun_prop) continuous_const))
  have hsub : {w | IsMixture x t w} ⊆ Set.Icc (0 : ι → ℝ) 1 := fun w hw =>
    ⟨hw.1, fun i => (single_le_sum (fun j _ => hw.1 j) (mem_univ i)).trans hw.2.1.le⟩
  have hcont : Continuous (energy e) := by
    unfold energy
    fun_prop
  obtain ⟨v, hv, hmin⟩ := (isCompact_Icc.of_isClosed_subset hclosed hsub).exists_isMinOn
    (hhull ht) hcont.continuousOn
  -- remove superfluous phases from a minimiser
  obtain ⟨w, hw, hcard, hle⟩ := exists_few_phases e hv
  exact ⟨w, hw, hcard, fun w' hw' => hle.trans (hmin hw')⟩

/-- The corners of a simplex in `ℝⁿ`: the origin and the `n` unit vectors. -/
def corner (n : ℕ) : Option (Fin n) → Fin n → ℝ := fun o a => if o = some a then 1 else 0

/-- The bound `n + 1` is sharp: the equal mixture of the corner compounds has all
coordinates `1 / (n + 1)`, and every mixture of that composition has `n + 1` phases. -/
theorem phase_bound_sharp (n : ℕ) :
    IsMixture (corner n) (fun _ => 1 / ((n : ℝ) + 1)) (fun _ => 1 / ((n : ℝ) + 1)) ∧
      ∀ w, IsMixture (corner n) (fun _ => 1 / ((n : ℝ) + 1)) w → (phases w).card = n + 1 := by
  have hpos : (0 : ℝ) < (n : ℝ) + 1 := by positivity
  refine ⟨⟨fun _ => by positivity, ?_, by ext a; simp [corner]⟩, fun w hw => ?_⟩
  · rw [sum_const, card_univ, Fintype.card_option, Fintype.card_fin, nsmul_eq_mul]
    push_cast
    exact mul_one_div_cancel hpos.ne'
  · -- the composition fixes every weight
    have hsome : ∀ a, w (some a) = 1 / ((n : ℝ) + 1) := fun a => by
      simpa [corner] using congrFun hw.2.2 a
    have hall : ∀ o, w o ≠ 0 := by
      rintro (_ | a) h0
      · have h := hw.2.1
        rw [Fintype.sum_option, h0] at h
        simp only [hsome, sum_const, card_univ, Fintype.card_fin, nsmul_eq_mul] at h
        linarith [mul_one_div_cancel hpos.ne', one_div_pos.mpr hpos]
      · exact (one_div_pos.mpr hpos).ne' ((hsome a).symm.trans h0)
    have huniv : phases w = univ := filter_true_of_mem (fun o _ => hall o)
    rw [huniv, card_univ, Fintype.card_option, Fintype.card_fin]

end

end HullPhaseCount
```

```lean
#print axioms HullPhaseCount.exists_ground_mixture_few_phases
-- 'HullPhaseCount.exists_ground_mixture_few_phases' depends on axioms: [propext, Classical.choice, Quot.sound]
#print axioms HullPhaseCount.phase_bound_sharp
-- 'HullPhaseCount.phase_bound_sharp' depends on axioms: [propext, Classical.choice, Quot.sound]
```

## What the theorems say about compounds and mixtures

The finite type `ι` labels the compounds, `x i` is a composition with `n` real coordinates, and `e i` is an energy. Nothing requires different labels to have different compositions, so polymorphs are allowed and count as separate phases. The letter `t` is the target composition, not a time or temperature.

`IsMixture x t w` collects the three conditions on the weights; a single pure compound also qualifies. `IsReaction x z` describes a nonzero conserving change, with real coefficients that refer to weights and not to formula units. `energy` is the weighted sum, used for both mixtures and reactions, and `phases w` is the set of labels with nonzero weight.

The main theorem, `exists_ground_mixture_few_phases`, assumes that `t` is in the convex hull of the compositions. Physically, some mixture of the listed compounds has the target composition; this doesn't say that the candidate compound itself can be synthesised. It gives one `w` that is a mixture of composition `t`, has at most `n + 1` phases, and has energy no higher than that of any other such mixture. For `n = 0` all compounds share one composition, and the theorem selects a single polymorph of lowest energy.

`phase_bound_sharp` states that the equal mixture of the corner compounds is a valid mixture, and that every mixture of its composition has exactly `n + 1` phases. In `corner n`, the label `none` is the origin and `some a` is a unit vector. These are the pure elements of a system with $n+1$ elements, one atomic fraction being left out.

The bound counts the coordinates supplied. If you enter all three atomic fractions of a ternary, then `n = 3` and the theorem promises only four phases; leave one fraction out to get three.

For density-functional phase diagrams, the result justifies reporting at most $n+1$ decomposition products, within a model of finitely many compounds of fixed composition whose energies add without interface or mixing terms. For a real material, it remains open whether the list contains every competing phase, whether the computed energies are accurate enough to rank the mixtures, and whether temperature changes that ranking.

## From linear dependence to the minimum in Lean

`exists_reaction` proves the first step for any set `S` of more than `n + 1` compounds. If the vectors `(x i, 1)` were independent, their number could not exceed the dimension `n + 1`. The resulting dependence has coefficients on `S`, which are extended by zero to all compounds. Its two components are the conservation of composition and of amount.

`react_until_exhausted` is the second step without energies. The hypothesis `hs` says that absent compounds take no part. `hN` shows that some coefficient is negative: otherwise nonnegative numbers with sum zero would all vanish. `exists_min_image` picks the compound `k` with the smallest ratio $w_i/(-z_i)$, and `hend` records that its final weight is zero. The remaining goals check nonnegativity by the sign of `z i`, then the two conserved sums, then the strict drop in the number of phases.

`exists_few_phases` repeats the removal by strong induction on the number of phases. This form of induction is convenient because one reaction may exhaust several phases at once, as happens when A and B combine into AB in the example above. The case split from `le_total` chooses the reaction or its reverse, and `hlin` is the linear energy formula.

In the main theorem, `hhull` shows that every point of the hull is the composition of some mixture. The compositions of mixtures include each `x i` and form a convex set, so they contain the hull. `hclosed` and `hsub` show that the mixtures of composition `t` form a closed subset of the unit cube, hence a compact set, and `hcont` gives continuity of the energy. A minimiser `v` follows, and `exists_few_phases` reduces it to the required `w`.

For `phase_bound_sharp`, `hsome` reads off the weight of each unit vector from one coordinate of the composition. If the weight at the origin were zero, the total would be $n/(n+1)$ instead of one. So every label belongs to `phases w`, and there are `n + 1` labels.
